# Every normalised state has energy at least the lowest eigenvalue of a Hermitian matrix, with equality exactly for ground states

If a trial energy could fall below the ground-state energy, a lower value would not mean a better estimate, and a minimisation over trial states could overshoot its target. For a Hermitian matrix $H$ with lowest eigenvalue $E_0$ this cannot happen: every normalised $x$ satisfies $\langle x,Hx\rangle\ge E_0$, with equality exactly when $Hx=E_0x$.

In Lean 4 with Mathlib:

```lean
import Mathlib

open Matrix

namespace VariationalPrinciple

noncomputable section

variable {n : Type*} [Fintype n] [DecidableEq n] {H : Matrix n n ℂ}

/-- The real part of `⟨x, H x⟩`. For Hermitian `H` and normalised `x` this is the energy of the
state `x`. -/
def energy (H : Matrix n n ℂ) (x : n → ℂ) : ℝ := (star x ⬝ᵥ (H *ᵥ x)).re

/-- `E0` is the ground-state energy of `H`: the least real number that is the eigenvalue
of a normalised eigenstate. -/
def IsGroundEnergy (H : Matrix n n ℂ) (E0 : ℝ) : Prop :=
  IsLeast {E : ℝ | ∃ v : n → ℂ, star v ⬝ᵥ v = 1 ∧ H *ᵥ v = (E : ℂ) • v} E0

/-- The amplitude of the state `x` on the `i`-th eigenvector of the Hermitian matrix `H`. -/
def amplitude (hH : H.IsHermitian) (x : n → ℂ) (i : n) : ℂ :=
  star (hH.eigenvectorBasis i).ofLp ⬝ᵥ x

omit [DecidableEq n] in
/-- For a Hermitian matrix `H` the number `⟨x, H x⟩` is real and equals `energy H x`. -/
theorem expectation_eq_energy (hH : H.IsHermitian) (x : n → ℂ) :
    star x ⬝ᵥ (H *ᵥ x) = (energy H x : ℂ) := by
  have h : star (star x ⬝ᵥ (H *ᵥ x)) = star x ⬝ᵥ (H *ᵥ x) := by
    rw [← Matrix.star_dotProduct, Matrix.star_mulVec, hH.eq, ← Matrix.dotProduct_mulVec]
  exact (Complex.conj_eq_iff_re.mp h).symm

/-- The basis vectors of the eigenbasis of a Hermitian matrix are normalised eigenstates. -/
theorem eigenvector_spec (hH : H.IsHermitian) (i : n) :
    star (hH.eigenvectorBasis i).ofLp ⬝ᵥ (hH.eigenvectorBasis i).ofLp = 1 ∧
      H *ᵥ (hH.eigenvectorBasis i).ofLp
        = (hH.eigenvalues i : ℂ) • (hH.eigenvectorBasis i).ofLp := by
  constructor
  · have h := inner_self_eq_norm_sq_to_K (𝕜 := ℂ) (hH.eigenvectorBasis i)
    rw [hH.eigenvectorBasis.orthonormal.1 i, EuclideanSpace.inner_eq_star_dotProduct,
      dotProduct_comm] at h
    exact h.trans (by simp)
  · ext j
    exact (congrFun (hH.mulVec_eigenvectorBasis i) j).trans (by simp)

/-- Every state is the superposition of the eigenvectors of a Hermitian matrix, weighted
with its amplitudes. -/
theorem eigen_expansion (hH : H.IsHermitian) (x : n → ℂ) :
    ∑ i, amplitude hH x i • (hH.eigenvectorBasis i).ofLp = x := by
  ext j
  have h := congrArg (fun y : EuclideanSpace ℂ n => y.ofLp j)
    (hH.eigenvectorBasis.sum_repr' (WithLp.toLp 2 x))
  simp only [WithLp.ofLp_sum, WithLp.ofLp_smul, Finset.sum_apply, Pi.smul_apply,
    EuclideanSpace.inner_eq_star_dotProduct] at h
  simp only [Finset.sum_apply, Pi.smul_apply, amplitude]
  refine Eq.trans (Finset.sum_congr rfl fun i _ => ?_) h
  rw [dotProduct_comm]

/-- The scalar product of two states, computed from their amplitudes in the eigenbasis
of a Hermitian matrix. -/
theorem parseval (hH : H.IsHermitian) (x y : n → ℂ) :
    star x ⬝ᵥ y = ∑ i, star (amplitude hH x i) * amplitude hH y i := by
  calc star x ⬝ᵥ y
      = star x ⬝ᵥ ∑ i, amplitude hH y i • (hH.eigenvectorBasis i).ofLp := by
        rw [eigen_expansion]
    _ = ∑ i, amplitude hH y i * (star x ⬝ᵥ (hH.eigenvectorBasis i).ofLp) := by
        simp only [dotProduct, Finset.sum_apply, Pi.smul_apply, smul_eq_mul, Finset.mul_sum]
        rw [Finset.sum_comm]
        exact Finset.sum_congr rfl fun i _ => Finset.sum_congr rfl fun j _ => by ring
    _ = ∑ i, star (amplitude hH x i) * amplitude hH y i :=
        Finset.sum_congr rfl fun i _ => by
          rw [show star x ⬝ᵥ (hH.eigenvectorBasis i).ofLp = star (amplitude hH x i) from
            Matrix.star_dotProduct _ _, mul_comm]

/-- Acting with a Hermitian matrix multiplies each amplitude by the corresponding eigenvalue. -/
theorem amplitude_mulVec (hH : H.IsHermitian) (x : n → ℂ) (i : n) :
    amplitude hH (H *ᵥ x) i = (hH.eigenvalues i : ℂ) * amplitude hH x i := by
  -- move `H` to the left factor, where it meets its eigenvector
  have h : star (hH.eigenvectorBasis i).ofLp ᵥ* H
      = star (H *ᵥ (hH.eigenvectorBasis i).ofLp) := by
    rw [Matrix.star_mulVec, hH.eq]
  rw [amplitude, Matrix.dotProduct_mulVec, h, (eigenvector_spec hH i).2, star_smul,
    smul_dotProduct, smul_eq_mul, Complex.star_def, Complex.conj_ofReal, amplitude]

/-- For Hermitian `H` with eigenvalues `λᵢ`, `energy H x` minus `E` times the squared norm of `x` is
the sum of the differences `λᵢ - E` weighted with the squared moduli of the amplitudes. -/
theorem energy_excess (hH : H.IsHermitian) (x : n → ℂ) (E : ℝ) :
    energy H x - E * (star x ⬝ᵥ x).re
      = ∑ i, (hH.eigenvalues i - E) * ‖amplitude hH x i‖ ^ 2 := by
  rw [energy, parseval hH x (H *ᵥ x), parseval hH x x, Complex.re_sum, Complex.re_sum,
    Finset.mul_sum, ← Finset.sum_sub_distrib]
  refine Finset.sum_congr rfl fun i _ => ?_
  rw [amplitude_mulVec, Complex.sq_norm, Complex.normSq_apply]
  simp only [Complex.star_def, Complex.mul_re, Complex.mul_im, Complex.conj_re,
    Complex.conj_im, Complex.ofReal_re, Complex.ofReal_im]
  ring

/-- A Hermitian matrix on a state space of dimension at least one has a ground-state energy. -/
theorem exists_groundEnergy [Nonempty n] (hH : H.IsHermitian) :
    ∃ E0 : ℝ, IsGroundEnergy H E0 := by
  obtain ⟨k, hk⟩ := Finite.exists_min hH.eigenvalues
  refine ⟨hH.eigenvalues k, ⟨_, eigenvector_spec hH k⟩, ?_⟩
  rintro E ⟨v, hv, hHv⟩
  by_contra hnot
  have hlt : E < hH.eigenvalues k := lt_of_not_ge hnot
  -- an eigenstate below all levels would have no amplitude anywhere
  have hc : ∀ i, amplitude hH v i = 0 := by
    intro i
    have h := amplitude_mulVec hH v i
    rw [hHv, amplitude, dotProduct_smul, smul_eq_mul, ← amplitude] at h
    have h0 : ((hH.eigenvalues i - E : ℝ) : ℂ) * amplitude hH v i = 0 := by
      push_cast
      linear_combination -h
    have hne : ((hH.eigenvalues i - E : ℝ) : ℂ) ≠ 0 :=
      Complex.ofReal_ne_zero.mpr (sub_pos.mpr (hlt.trans_le (hk i))).ne'
    exact (mul_eq_zero.mp h0).resolve_left hne
  rw [parseval hH v v] at hv
  simp [hc] at hv

/-- Variational principle: for Hermitian `H` with ground-state energy `E0`, every normalised
state has energy at least `E0`, with equality exactly when `H x = E0 x`. -/
theorem variational_principle (hH : H.IsHermitian) {E0 : ℝ} (hE : IsGroundEnergy H E0)
    {x : n → ℂ} (hx : star x ⬝ᵥ x = 1) :
    E0 ≤ energy H x ∧ (energy H x = E0 ↔ H *ᵥ x = (E0 : ℂ) • x) := by
  have hex := energy_excess hH x E0
  rw [hx, Complex.one_re, mul_one] at hex
  have hnn : ∀ i ∈ Finset.univ,
      0 ≤ (hH.eigenvalues i - E0) * ‖amplitude hH x i‖ ^ 2 := fun i _ =>
    mul_nonneg (sub_nonneg.2 (hE.2 ⟨_, eigenvector_spec hH i⟩)) (sq_nonneg _)
  refine ⟨by linarith [Finset.sum_nonneg hnn], fun h => ?_, fun h => ?_⟩
  · -- a vanishing sum of non-negative terms: only levels at `E0` are populated
    have hz := (Finset.sum_eq_zero_iff_of_nonneg hnn).1 (by rw [← hex, h, sub_self])
    calc H *ᵥ x
        = ∑ i, amplitude hH (H *ᵥ x) i • (hH.eigenvectorBasis i).ofLp :=
          (eigen_expansion hH _).symm
      _ = ∑ i, (E0 : ℂ) • (amplitude hH x i • (hH.eigenvectorBasis i).ofLp) := by
          refine Finset.sum_congr rfl fun i hi => ?_
          rw [amplitude_mulVec, smul_smul]
          rcases mul_eq_zero.1 (hz i hi) with h0 | h0
          · rw [sub_eq_zero.1 h0]
          · have hc : amplitude hH x i = 0 := by simpa using h0
            rw [hc, mul_zero, mul_zero]
      _ = (E0 : ℂ) • x := by rw [← Finset.smul_sum, eigen_expansion]
  · rw [energy, h, dotProduct_smul, hx]
    simp

/-- The ground-state energy of a Hermitian matrix is the minimum of the energy over all
normalised states, and the minimum is attained. -/
theorem groundEnergy_isLeast_energy (hH : H.IsHermitian) {E0 : ℝ}
    (hE : IsGroundEnergy H E0) :
    IsLeast {e : ℝ | ∃ x : n → ℂ, star x ⬝ᵥ x = 1 ∧ energy H x = e} E0 := by
  constructor
  · obtain ⟨v, hv, hHv⟩ := hE.1
    exact ⟨v, hv, (variational_principle hH hE hv).2.2 hHv⟩
  · rintro e ⟨x, hx, rfl⟩
    exact (variational_principle hH hE hx).1

end

end VariationalPrinciple
```

```lean
#print axioms VariationalPrinciple.expectation_eq_energy
#print axioms VariationalPrinciple.exists_groundEnergy
#print axioms VariationalPrinciple.groundEnergy_isLeast_energy
```

```
'VariationalPrinciple.expectation_eq_energy' depends on axioms: [propext, Classical.choice, Quot.sound]
'VariationalPrinciple.exists_groundEnergy' depends on axioms: [propext, Classical.choice, Quot.sound]
'VariationalPrinciple.groundEnergy_isLeast_energy' depends on axioms: [propext, Classical.choice, Quot.sound]
```

## States, energies and the lowest eigenvalue

A state is a function `x : n → ℂ`, that is, a column of complex components labelled by a finite index type `n`. The scalar product $\langle x,y\rangle=\sum_j \overline{x_j}\,y_j$ is written `star x ⬝ᵥ y`, so the left factor is conjugated, and `H *ᵥ x` is the matrix acting on the state.

The definition `energy H x` takes the real part of $\langle x,Hx\rangle$. For Hermitian $H$ nothing is lost, since
$$\overline{\langle x,Hx\rangle}=\langle Hx,x\rangle=\langle x,Hx\rangle .$$
This is `expectation_eq_energy`. The energy is not divided by $\langle x,x\rangle$, so for an unnormalised $x$ it is in general not the expectation value of a measurement. The main theorem assumes normalisation as `hx`.

`IsGroundEnergy H E0` says that $E_0$ is the least real $E$ for which some normalised $v$ satisfies $Hv=Ev$. The normalisation matters here. If $v=0$ were admitted, every real number would count as an eigenvalue, the set would have no least element, and the variational theorem would hold only because its hypothesis could never be met.

The theorem `variational_principle` then states the bound and the equivalence for every normalised $x$. The ground level may be degenerate: equality says that $x$ lies in the eigenspace of $E_0$, not that it is a multiple of one chosen ground state. The theorem `groundEnergy_isLeast_energy` restates the result as a minimum: $E_0$ is the smallest energy of any normalised state, and some state attains it.

For a Hamiltonian matrix in a finite orthonormal basis, as in configuration interaction, any normalised coefficient vector therefore gives an upper bound on the lowest eigenvalue of that matrix. How this eigenvalue compares with the ground-state energy in the complete, infinite-dimensional space is a separate question.

## The excess energy as a sum over levels

The spectral theorem, taken from Mathlib, supplies an orthonormal basis of eigenvectors $u_i$ with real eigenvalues $\lambda_i$; these are `hH.eigenvectorBasis i` and `hH.eigenvalues i`. The lemma `eigenvector_spec` records that $\langle u_i,u_i\rangle=1$ and $Hu_i=\lambda_iu_i$.

Let $c_i=\langle u_i,x\rangle$ be the `amplitude` of $x$ on $u_i$. Completeness of the basis gives $x=\sum_i c_iu_i$, which is `eigen_expansion`. For a second state $y=\sum_i d_iu_i$, linearity in the right factor gives `parseval`:
$$\langle x,y\rangle=\sum_i d_i\langle x,u_i\rangle=\sum_i\overline{c_i}\,d_i .$$

The amplitudes of $Hx$ follow by moving $H$ to the left factor, where it meets its eigenvector:
$$\langle u_i,Hx\rangle=\langle Hu_i,x\rangle=\lambda_i c_i .$$
The last step uses that $\lambda_i$ is real, and in `amplitude_mulVec` this is the rewrite with `Complex.conj_ofReal`.

Applying Parseval to the pairs $(x,Hx)$ and $(x,x)$ gives
$$\langle x,Hx\rangle=\sum_i\lambda_i|c_i|^2,\qquad \langle x,x\rangle=\sum_i|c_i|^2 .$$
Subtracting $E$ times the second from the first yields, for every real $E$,
$$\langle x,Hx\rangle-E\langle x,x\rangle=\sum_i(\lambda_i-E)|c_i|^2 .$$
This is `energy_excess`. Its proof merges the two sums into one and compares them term by term, with real and imaginary parts written out so that `ring` can finish.

## Why a lowest eigenvalue exists

On a non-empty index type, `exists_groundEnergy` picks the smallest of the finitely many $\lambda_i$, say $\lambda_k$. It belongs to a normalised eigenstate, so it remains to exclude anything lower.

Suppose $Hv=Ev$ with $\langle v,v\rangle=1$ and $E<\lambda_k$. Taking amplitudes on both sides gives $(\lambda_i-E)\langle u_i,v\rangle=0$. Every factor $\lambda_i-E$ is positive, so all amplitudes of $v$ vanish. Parseval then gives $\langle v,v\rangle=0$, a contradiction.

## The bound and the case of equality

Now let $x$ be normalised and set $E=E_0$:
$$\langle x,Hx\rangle-E_0=\sum_i(\lambda_i-E_0)|c_i|^2 .$$
Each $u_i$ is a normalised eigenstate, so $\lambda_i\ge E_0$ by the definition of $E_0$. All terms are non-negative, which is `hnn` in the code, and the bound follows.

If the energy equals $E_0$, the sum is zero. A sum of non-negative terms vanishes only if each term does, as `Finset.sum_eq_zero_iff_of_nonneg` states. For each $i$ there are then two cases, separated by `rcases`: either $\lambda_i=E_0$ or $c_i=0$. In both, $\lambda_ic_i=E_0c_i$, and therefore
$$Hx=\sum_i\lambda_ic_iu_i=E_0\sum_ic_iu_i=E_0x .$$
The `calc` block follows this line. Conversely, if $Hx=E_0x$, then $\langle x,Hx\rangle=E_0\langle x,x\rangle=E_0$.

## A two-level example

Take
$$H=\begin{pmatrix}1&-2i\\2i&1\end{pmatrix},\qquad x=\frac15\begin{pmatrix}3\\-4i\end{pmatrix}.$$
The normalised eigenvectors are $(1,-i)/\sqrt2$ with eigenvalue $-1$ and $(1,i)/\sqrt2$ with eigenvalue $3$, so $E_0=-1$.

Direct multiplication gives $Hx=(-1,\,2i/5)$ and
$$\langle x,Hx\rangle=-\frac35-\frac8{25}=-0.92 ,$$
which lies $0.08$ above $E_0$.

The amplitudes of $x$ are $7/(5\sqrt2)$ on the ground state and $-1/(5\sqrt2)$ on the excited state, with populations $49/50$ and $1/50$. The levels are $4$ apart, so the sum over levels gives an excess of $4\cdot\frac1{50}=0.08$, in agreement with the direct calculation.
